# Two weakly transmitting barriers give a Breit-Wigner line when transmissions and detuning shrink together

Q: An electron crosses two barriers with a well between them. I make both barriers more opaque, and the resonance in the transmission gets narrower while its peak stays at a finite height. Your statement sends both barrier transmissions to zero. At any fixed energy off resonance the electron then simply stops getting through. Where does a Lorentzian come from?

A: From moving closer to resonance at the same rate. Take a dimensionless parameter $e>0$, which is not the electron charge. Let the barriers transmit with probabilities $T_1=ae$ and $T_2=be$, where $a,b>0$, and let the round-trip phase in the well differ from a multiple of $2\pi$ by $xe$. The line narrows in proportion to $e$, and $x$ measures the detuning in units that narrow with it. At fixed $x$ the transmission tends to

$$\frac{ab}{x^2+\left(\frac{a+b}{2}\right)^2}.$$

```lean
import Mathlib

open Filter Topology

namespace BreitWignerLimit

noncomputable section
```

Q: Which transmission, exactly? I would start from amplitudes.

A: So would I. Write $R_i=1-T_i$ and let $p$ be the round-trip phase, reflection phases included. Each extra round trip multiplies the amplitude by $\sqrt{R_1R_2}\,\exp(ip)$, so summing the geometric series gives, up to an overall phase,

$$t=\frac{\sqrt{T_1T_2}}{1-\sqrt{R_1R_2}\,\exp(ip)}.$$

With $s=\sqrt{R_1R_2}$, the squared modulus of the denominator is

$$(1-s\cos p)^2+s^2\sin^2p=1+s^2-2s\cos p.$$

Hence $|t|^2=T_1T_2/(1+R_1R_2-2\sqrt{R_1R_2}\cos p)$, which is `doubleBarrier`.

```lean
/-- Coherent transmission through two barriers with transmissions `T₁`, `T₂` and round-trip
phase `p`, where `R = 1 - T` for each barrier; the domain is `0 < T₁ ≤ 1`, `0 < T₂ ≤ 1`. -/
def doubleBarrier (T₁ T₂ p : ℝ) : ℝ :=
  T₁ * T₂ / (1 + (1 - T₁) * (1 - T₂) - 2 * √((1 - T₁) * (1 - T₂)) * Real.cos p)
```

The target of the limit is a separate definition, with $a$ and $b$ as partial widths and $x$ as detuning.

```lean
/-- The Breit-Wigner line with partial widths `a`, `b` at detuning `x`; the domain is
`a, b > 0`. -/
def breitWigner (a b x : ℝ) : ℝ := a * b / (x ^ 2 + ((a + b) / 2) ^ 2)
```

Q: A definition can say anything. What ties `doubleBarrier` to the amplitude?

A: The next theorem does, for $0<T_i\le1$ and every real $p$. `Complex.normSq` is the squared modulus. The proof splits the denominator into real and imaginary parts and uses $\sin^2p+\cos^2p=1$, as above. The theorem starts from the summed amplitude; the multiple-reflection series is the physics behind it. `R = 1 - T` means that no barrier absorbs, and a single phase means one channel and full coherence.

```lean
/-- For barrier transmissions in `(0, 1]`, the two-barrier transmission is the squared modulus
of the amplitude `√(T₁ T₂) / (1 - √(R₁ R₂) exp(i p))`. -/
theorem normSq_amplitude {T₁ T₂ : ℝ} (h₁ : 0 < T₁) (h₁' : T₁ ≤ 1) (h₂ : 0 < T₂)
    (h₂' : T₂ ≤ 1) (p : ℝ) :
    Complex.normSq ((√(T₁ * T₂) : ℝ) /
      (1 - (√((1 - T₁) * (1 - T₂)) : ℝ) * Complex.exp (p * Complex.I))) =
      doubleBarrier T₁ T₂ p := by
  have hR : 0 ≤ (1 - T₁) * (1 - T₂) := mul_nonneg (by linarith) (by linarith)
  have hsq := Real.sq_sqrt hR
  have hden : Complex.normSq
      (1 - (√((1 - T₁) * (1 - T₂)) : ℝ) * Complex.exp (p * Complex.I)) =
      1 + (1 - T₁) * (1 - T₂) - 2 * √((1 - T₁) * (1 - T₂)) * Real.cos p := by
    rw [Complex.normSq_apply]
    simp only [Complex.sub_re, Complex.sub_im, Complex.one_re, Complex.one_im,
      Complex.re_ofReal_mul, Complex.im_ofReal_mul, Complex.exp_ofReal_mul_I_re,
      Complex.exp_ofReal_mul_I_im]
    linear_combination hsq +
      √((1 - T₁) * (1 - T₂)) ^ 2 * Real.sin_sq_add_cos_sq p
  rw [map_div₀, hden, Complex.normSq_ofReal, Real.mul_self_sqrt (mul_pos h₁ h₂).le]
  rfl
```

Q: Now the limit. Numerator and denominator both vanish, so I want to see the orders.

A: Both are of order $e^2$. Let $s(e)=\sqrt{(1-ae)(1-be)}$ and let $\theta(e)$ be the phase. The denominator splits as

$$1+s^2-2s\cos\theta=(1-s)^2+2s(1-\cos\theta).$$

The first term comes from leakage, the second from detuning. For the leakage, the product under the root equals $1$ at $e=0$ and has slope $-(a+b)$ there, so $s'(0)=-(a+b)/2$ and

$$\frac{1-s(e)}{e}\to\frac{a+b}{2}.$$

In Lean, `HasDerivAt` records these slopes, and `tendsto_slope_zero_right` turns the derivative into a limit of difference quotients from the right. The filter `𝓝[>] 0` is that one-sided approach to zero.

```lean
/-- For barrier transmissions `a e` and `b e`, the amplitude lost in one round trip, divided
by `e`, tends to `(a + b) / 2` as `e` tends to zero from above. -/
theorem tendsto_loss (a b : ℝ) :
    Tendsto (fun e : ℝ => (1 - √((1 - a * e) * (1 - b * e))) / e) (𝓝[>] 0)
      (𝓝 ((a + b) / 2)) := by
  have hlin (c : ℝ) : HasDerivAt (fun e : ℝ => 1 - c * e) (-c) 0 := by
    simpa using ((hasDerivAt_id' (0 : ℝ)).const_mul c).const_sub 1
  have h1 : HasDerivAt (fun e : ℝ => (1 - a * e) * (1 - b * e)) (-(a + b)) 0 :=
    ((hlin a).fun_mul (hlin b)).congr_deriv (by ring)
  have h2 : HasDerivAt (fun e : ℝ => √((1 - a * e) * (1 - b * e))) (-(a + b) / 2) 0 :=
    (h1.sqrt (by norm_num)).congr_deriv (by simp)
  -- the difference quotient at zero is minus the loss per unit of `e`
  have h3 := h2.tendsto_slope_zero_right.neg
  rw [show -(-(a + b) / 2) = (a + b) / 2 by ring] at h3
  refine h3.congr fun e => ?_
  simp only [zero_add, mul_zero, sub_zero, mul_one, Real.sqrt_one, smul_eq_mul]
  ring
```

Q: And the detuning term? The phase in a real well is not in general linear in $e$.

A: It need not be. Suppose only that $\theta(0)=2\pi n$ for some integer $n$, and that $\theta$ has derivative $x$ at zero. The half-angle formula gives

$$\frac{2(1-\cos\theta(e))}{e^2}=4\left(\frac{\sin(\theta(e)/2)}{e}\right)^2.$$

Since $\sin(\theta(0)/2)=\sin(n\pi)=0$, the quotient in brackets tends to the derivative of $\sin(\theta/2)$ at zero, which is $\cos(n\pi)\,x/2=\pm x/2$. Squaring removes the sign, and the limit is $x^2$.

The hypotheses `hθ` and `h0` are the slope and the resonance condition. The proof differentiates the sine, squares the difference quotient and multiplies by four.

```lean
/-- If the round-trip phase is a multiple of `2π` at `e = 0` and has slope `x` there, then
`2 (1 - cos θ) / e²` tends to `x²` as `e` tends to zero from above. -/
theorem tendsto_detuning {θ : ℝ → ℝ} {x : ℝ} {n : ℤ} (hθ : HasDerivAt θ x 0)
    (h0 : θ 0 = n * (2 * Real.pi)) :
    Tendsto (fun e : ℝ => 2 * (1 - Real.cos (θ e)) / e ^ 2) (𝓝[>] 0) (𝓝 (x ^ 2)) := by
  have hs0 : Real.sin (θ 0 / 2) = 0 := by
    rw [h0, show (n : ℝ) * (2 * Real.pi) / 2 = n * Real.pi by ring]
    exact Real.sin_int_mul_pi n
  have h1 : HasDerivAt (fun e => Real.sin (θ e / 2)) (Real.cos (θ 0 / 2) * (x / 2)) 0 :=
    (hθ.div_const 2).sin
  have h2 := (h1.tendsto_slope_zero_right.pow 2).const_mul 4
  have hlim : 4 * (Real.cos (θ 0 / 2) * (x / 2)) ^ 2 = x ^ 2 := by
    linear_combination x ^ 2 * Real.sin_sq_add_cos_sq (θ 0 / 2) -
      x ^ 2 * Real.sin (θ 0 / 2) * hs0
  rw [hlim] at h2
  refine h2.congr fun e => ?_
  -- half-angle formula
  have hc : Real.cos (θ e) = 1 - 2 * Real.sin (θ e / 2) ^ 2 := by
    have h := Real.cos_two_mul (θ e / 2)
    rw [show 2 * (θ e / 2) = θ e by ring] at h
    linarith [Real.sin_sq_add_cos_sq (θ e / 2)]
  simp only [zero_add, hs0, sub_zero, smul_eq_mul]
  rw [hc]
  ring
```

Q: Then you divide through by $e^2$?

A: Yes. The numerator is $T_1T_2=abe^2$, and $s(e)\to1$, so

$$\frac{abe^2}{(1-s)^2+2s(1-\cos\theta)}
=\frac{ab}{\left(\frac{1-s}{e}\right)^2+s\,\frac{2(1-\cos\theta)}{e^2}}
\to\frac{ab}{\left(\frac{a+b}{2}\right)^2+x^2}.$$

The limiting denominator is positive because $a+b>0$, so the quotient has the expected limit. In the proof, `hD` is the limit of the scaled denominator and `hT` that of the quotient. The `filter_upwards` step restricts to $e>0$ small enough that $(1-ae)(1-be)>0$, where the square of the root is the product itself. The rest is the algebra just shown.

```lean
/-- Breit-Wigner limit: for barrier transmissions `a e`, `b e` with `a, b > 0` and a round-trip
phase that is a multiple of `2π` at `e = 0` with slope `x` there, the two-barrier transmission
tends to `a b / (x² + ((a + b)/2)²)` as `e` tends to zero from above. -/
theorem tendsto_breitWigner {a b x : ℝ} (ha : 0 < a) (hb : 0 < b) {θ : ℝ → ℝ} {n : ℤ}
    (hθ : HasDerivAt θ x 0) (h0 : θ 0 = n * (2 * Real.pi)) :
    Tendsto (fun e : ℝ => doubleBarrier (a * e) (b * e) (θ e)) (𝓝[>] 0)
      (𝓝 (breitWigner a b x)) := by
  have hR : Tendsto (fun e : ℝ => (1 - a * e) * (1 - b * e)) (𝓝[>] 0) (𝓝 1) :=
    ((by fun_prop : Continuous fun e : ℝ => (1 - a * e) * (1 - b * e)).tendsto' 0 1
      (by norm_num)).mono_left nhdsWithin_le_nhds
  have hs : Tendsto (fun e : ℝ => √((1 - a * e) * (1 - b * e))) (𝓝[>] 0) (𝓝 1) :=
    (Real.continuous_sqrt.tendsto' 1 1 Real.sqrt_one).comp hR
  -- the denominator divided by `e²` is the squared loss plus the detuning term
  have hD := ((tendsto_loss a b).pow 2).add (hs.mul (tendsto_detuning hθ h0))
  have hne : ((a + b) / 2) ^ 2 + 1 * x ^ 2 ≠ 0 := by positivity
  have hT := (tendsto_const_nhds (x := a * b)).div hD hne
  rw [show breitWigner a b x = a * b / (((a + b) / 2) ^ 2 + 1 * x ^ 2) by
    unfold breitWigner; congr 1; ring]
  refine hT.congr' ?_
  filter_upwards [self_mem_nhdsWithin, hR.eventually (lt_mem_nhds zero_lt_one)] with e he hRe
  have he0 : e ≠ 0 := (Set.mem_Ioi.mp he).ne'
  have hsq := Real.sq_sqrt hRe.le
  change a * b / (((1 - √((1 - a * e) * (1 - b * e))) / e) ^ 2 +
    √((1 - a * e) * (1 - b * e)) * (2 * (1 - Real.cos (θ e)) / e ^ 2)) = _
  unfold doubleBarrier
  generalize √((1 - a * e) * (1 - b * e)) = s at hsq ⊢
  have hscale : e ^ 2 * (((1 - s) / e) ^ 2 + s * (2 * (1 - Real.cos (θ e)) / e ^ 2)) =
      (1 - s) ^ 2 + 2 * s * (1 - Real.cos (θ e)) := by
    field_simp
  have hden : 1 + (1 - a * e) * (1 - b * e) - 2 * s * Real.cos (θ e) =
      e ^ 2 * (((1 - s) / e) ^ 2 + s * (2 * (1 - Real.cos (θ e)) / e ^ 2)) := by
    rw [hscale]
    linear_combination -hsq
  rw [hden, show a * e * (b * e) = e ^ 2 * (a * b) by ring,
    mul_div_mul_left _ _ (pow_ne_zero 2 he0)]
```

Q: That is more general than the linear phase you began with.

A: The linear case follows by setting $\theta(e)=xe$ and $n=0$.

```lean
/-- For `a, b > 0`, barrier transmissions `a e`, `b e` and phase `x e`, the two-barrier
transmission tends to `a b / (x² + ((a + b)/2)²)` as `e` tends to zero from above. -/
theorem tendsto_breitWigner_linear {a b : ℝ} (ha : 0 < a) (hb : 0 < b) (x : ℝ) :
    Tendsto (fun e : ℝ => doubleBarrier (a * e) (b * e) (x * e)) (𝓝[>] 0)
      (𝓝 (a * b / (x ^ 2 + ((a + b) / 2) ^ 2))) := by
  have hθ : HasDerivAt (fun e : ℝ => x * e) x 0 := by
    simpa using (hasDerivAt_id' (0 : ℝ)).const_mul x
  exact tendsto_breitWigner ha hb (n := 0) hθ (by simp)
```

Q: Give me numbers.

A: Take $a=b=x=1$, so the limit is $1/2$. At $e=0.1$ both barriers transmit $0.1$, and $s=0.9$. The denominator is

$$0.1^2+2(0.9)(1-\cos0.1)\approx0.01+0.00899=0.01899,$$

and the transmission is $0.01/0.01899\approx0.527$. At $e=0.01$ the same calculation gives about $0.5025$.

Q: I want to plot transmission against energy, not $e$. Where are the widths in energy units?

A: Let $\varphi(E)$ be the round-trip phase, equal to a multiple of $2\pi$ at $E_0$, with slope $\tau>0$ there. If the reflection phases vary little with energy, $\tau$ is the round-trip time divided by $\hbar$. Set $T_i=\tau\Gamma_ie$ with $\Gamma_i>0$, and look at the energy $E=E_0+eu$. The phase then has slope $\tau u$ in $e$, so the previous result applies with $a=\tau\Gamma_1$, $b=\tau\Gamma_2$ and $x=\tau u$. A factor $\tau^2$ cancels, leaving

$$\frac{\Gamma_1\Gamma_2}{u^2+\left(\frac{\Gamma_1+\Gamma_2}{2}\right)^2}.$$

The $\Gamma_i$ are scaled widths. The widths on the actual energy axis are $\gamma_i=e\Gamma_i=T_i/\tau$: the chance of escape per round trip, divided by the round-trip time and multiplied by $\hbar$. The Lean proof follows the same route: the chain rule gives the slope, and `hscale` cancels $\tau^2$.

```lean
/-- Energy form: let the round-trip phase `φ` be a multiple of `2π` at `E₀` with slope `τ > 0`
there, and let the barriers transmit `τ Γ₁ e` and `τ Γ₂ e` with `Γ₁, Γ₂ > 0`. At energy
`E₀ + e u` the transmission tends to the Breit-Wigner line with widths `Γ₁`, `Γ₂` at `u`
as `e` tends to zero from above. -/
theorem tendsto_breitWigner_energy {φ : ℝ → ℝ} {E₀ τ Γ₁ Γ₂ : ℝ} {n : ℤ} (hτ : 0 < τ)
    (h₁ : 0 < Γ₁) (h₂ : 0 < Γ₂) (hφ : HasDerivAt φ τ E₀)
    (h0 : φ E₀ = n * (2 * Real.pi)) (u : ℝ) :
    Tendsto (fun e : ℝ => doubleBarrier (τ * Γ₁ * e) (τ * Γ₂ * e) (φ (E₀ + e * u)))
      (𝓝[>] 0) (𝓝 (breitWigner Γ₁ Γ₂ u)) := by
  have hin : HasDerivAt (fun e : ℝ => E₀ + e * u) u 0 := by
    simpa using ((hasDerivAt_id' (0 : ℝ)).mul_const u).const_add E₀
  have hφ' : HasDerivAt φ τ (E₀ + 0 * u) := by simpa using hφ
  have hθ : HasDerivAt (fun e : ℝ => φ (E₀ + e * u)) (τ * u) 0 :=
    HasDerivAt.comp (h := fun e : ℝ => E₀ + e * u) (0 : ℝ) hφ' hin
  -- the slope `τ` converts phase units to energy units and cancels
  have hscale : breitWigner (τ * Γ₁) (τ * Γ₂) (τ * u) = breitWigner Γ₁ Γ₂ u := by
    unfold breitWigner
    rw [show τ * Γ₁ * (τ * Γ₂) = τ ^ 2 * (Γ₁ * Γ₂) by ring,
      show (τ * u) ^ 2 + ((τ * Γ₁ + τ * Γ₂) / 2) ^ 2 =
        τ ^ 2 * (u ^ 2 + ((Γ₁ + Γ₂) / 2) ^ 2) by ring,
      mul_div_mul_left _ _ (pow_ne_zero 2 hτ.ne')]
  rw [← hscale]
  exact tendsto_breitWigner (mul_pos hτ h₁) (mul_pos hτ h₂) (n := n) hθ (by simpa using h0)
```

Q: What have you idealised to get there?

A: The barrier transmissions depend on $e$ but not on $u$, so they are constant across the line. The function $\varphi$ is also held fixed as the barriers become more opaque, whereas real reflection phases may shift. The limit is taken at each fixed $u$, with no error bound and no uniformity over the line. Interactions, inelastic scattering and further channels are absent.

Q: Breit-Wigner usually means a resonance in any scattering problem. Is that what you have?

A: No. This is the line shape of one two-barrier formula near one of its resonances, with no general scattering matrix and no analysis of its poles. For non-interacting electrons in a single coherent channel, it relates the height and width of a narrow transmission peak to the two barriers that form it.

Q: Does the phase of the transmitted wave survive the limit as well?

A: The resonant part of it does. The formula for $t$ left out an overall phase, from the barriers and one crossing of the well, and that phase need not converge as the barriers change. For $t$ as written, the same argument can be carried out by hand on the amplitude rather than its modulus. Since $(1-\exp(i\theta(e)))/e\to-ix$,

$$\frac{1-s\exp(i\theta)}{e}=\frac{1-s}{e}+s\,\frac{1-\exp(i\theta)}{e}\to\frac{a+b}{2}-ix,$$

and therefore $t\to\sqrt{ab}\,/\left(\frac{a+b}{2}-ix\right)$. Its squared modulus is the Lorentzian above.

Q: Back to the peak. When is it perfect?

A: Subtract the numerator of the Lorentzian from its denominator:

$$x^2+\left(\frac{a+b}{2}\right)^2-ab=x^2+\left(\frac{a-b}{2}\right)^2.$$

The limiting transmission is one exactly when this sum of squares vanishes, that is, when $x=0$ and $a=b$. Unequal barriers lower the peak however opaque they both are. The proof forms the same sum and reads off that each square is zero.

```lean
/-- For `a, b > 0` the Breit-Wigner transmission equals one exactly when the detuning vanishes
and the two partial widths are equal. -/
theorem breitWigner_eq_one_iff {a b : ℝ} (ha : 0 < a) (hb : 0 < b) (x : ℝ) :
    breitWigner a b x = 1 ↔ x = 0 ∧ a = b := by
  have hne : x ^ 2 + ((a + b) / 2) ^ 2 ≠ 0 := by positivity
  unfold breitWigner
  rw [div_eq_one_iff_eq hne]
  constructor
  · intro h
    -- the defect from one is a sum of two squares
    have hsum : x ^ 2 + ((a - b) / 2) ^ 2 = 0 := by linear_combination -h
    have hx : x ^ 2 = 0 := by linarith [sq_nonneg x, sq_nonneg ((a - b) / 2)]
    have hd : ((a - b) / 2) ^ 2 = 0 := by linarith
    have hd' : (a - b) / 2 = 0 := pow_eq_zero_iff (two_ne_zero) |>.mp hd
    exact ⟨pow_eq_zero_iff (two_ne_zero) |>.mp hx, by linarith⟩
  · rintro ⟨rfl, rfl⟩
    ring
```

Q: And the width I would read off a plot?

A: The value at $x=0$ is $ab/\left(\frac{a+b}{2}\right)^2$. Half of it is reached when the denominator doubles, so $x^2=\left(\frac{a+b}{2}\right)^2$, or $|x|=(a+b)/2$. The full width at half maximum in $x$ is therefore $a+b$, the sum of the partial widths. On the actual energy axis it is $\gamma_1+\gamma_2$ to leading order in $e$. Lean clears the denominators, cancels the nonzero factor $ab$ and compares the squares.

```lean
/-- For `a, b > 0` the Breit-Wigner transmission is half its value at zero detuning exactly
when `|x| = (a + b) / 2`. -/
theorem breitWigner_half_iff {a b : ℝ} (ha : 0 < a) (hb : 0 < b) (x : ℝ) :
    breitWigner a b x = breitWigner a b 0 / 2 ↔ |x| = (a + b) / 2 := by
  have hg : 0 < (a + b) / 2 := by positivity
  have hab : a * b ≠ 0 := by positivity
  have hx : x ^ 2 + ((a + b) / 2) ^ 2 ≠ 0 := by positivity
  have hz : ((0 : ℝ) ^ 2 + ((a + b) / 2) ^ 2) * 2 ≠ 0 := by positivity
  unfold breitWigner
  rw [div_div, div_eq_div_iff hx hz]
  constructor
  · intro h
    have h' := mul_left_cancel₀ hab h
    have hsq : x ^ 2 = ((a + b) / 2) ^ 2 := by linear_combination -h'
    rw [← abs_of_pos hg]
    exact (sq_eq_sq_iff_abs_eq_abs _ _).mp hsq
  · intro h
    have hsq : x ^ 2 = ((a + b) / 2) ^ 2 := by rw [← sq_abs x, h]
    linear_combination (-(a * b)) * hsq

end

end BreitWignerLimit
```

```lean
#print axioms BreitWignerLimit.tendsto_breitWigner_linear
-- 'BreitWignerLimit.tendsto_breitWigner_linear' depends on axioms: [propext, Classical.choice, Quot.sound]
#print axioms BreitWignerLimit.tendsto_breitWigner_energy
-- 'BreitWignerLimit.tendsto_breitWigner_energy' depends on axioms: [propext, Classical.choice, Quot.sound]
#print axioms BreitWignerLimit.breitWigner_eq_one_iff
-- 'BreitWignerLimit.breitWigner_eq_one_iff' depends on axioms: [propext, Classical.choice, Quot.sound]
#print axioms BreitWignerLimit.breitWigner_half_iff
-- 'BreitWignerLimit.breitWigner_half_iff' depends on axioms: [propext, Classical.choice, Quot.sound]
```
